# A dominating Young diagram of equal size has no higher noninteracting ground energy

In a Hückel calculation, or another one-electron model with spin-independent orbital energies, one diagonalises the one-electron matrix, sorts the orbital energies in ascending order and fills the orbitals for a chosen total spin. Two questions then arise: which filling is lowest for that spin, and how do the lowest energies of different spins compare? The problems below answer both for noninteracting particles, with permutation symmetry described by a Young diagram.

## Orbital configurations as tableaux

A Young diagram $\lambda$ has rows $i=0,1,\dots$ of lengths $\lambda_0\ge\lambda_1\ge\cdots$, and $|\lambda|$ cells, one per particle. A semistandard tableau $T$ writes an orbital label $T(i,j)$ in the cell at row $i$, column $j$. Labels do not decrease along a row and strictly increase down a column. For $N$ electrons of total spin $S$, the diagram of the spatial part has two columns, of lengths $N/2+S$ and $N/2-S$ (the second may be empty). Other shapes describe bosons or fermions with more spin components.

Orbital $i$ has real energy $e_i$, and the energy of $T$ is

$$E_e(T)=\sum_{(i,j)\in\lambda}e_{T(i,j)}.$$

The ground energy $E_e(\lambda)$ is the infimum of this over all tableaux of shape $\lambda$. The diagram $\lambda$ dominates $\mu$ if, for every $k$, its first $k$ rows together hold at least as many cells as those of $\mu$.

In Lean, `lam` and `mu` are the diagrams, `lam.rowLen i` is $\lambda_i$, and `lam.colLen 0` is the number of rows. The spectrum `e : ℕ → ℝ` has infinitely many levels, and `Monotone e` says that they are nondecreasing. That tableaux label a basis of many-particle states is representation theory taken as input; the code contains no wave functions or Hamiltonian operators. `Dominates` does not include equality of size, which enters later as a separate hypothesis.

```lean
import Mathlib

open Finset

namespace YoungPouring

noncomputable section

/-- The energy of noninteracting particles in the orbital configuration `T`: each cell
contributes the energy of the orbital written in it. -/
def tableauEnergy (e : ℕ → ℝ) {lam : YoungDiagram} (T : SemistandardYoungTableau lam) : ℝ :=
  ∑ c ∈ lam.cells, e (T c.1 c.2)

/-- The ground energy of symmetry type `lam`: the infimum of the energy over all
semistandard tableaux of that shape. -/
def groundEnergy (e : ℕ → ℝ) (lam : YoungDiagram) : ℝ :=
  ⨅ T : SemistandardYoungTableau lam, tableauEnergy e T

/-- `lam` dominates `mu`: for every `k`, the first `k` rows of `lam` hold at least as many
cells as the first `k` rows of `mu`. -/
def Dominates (lam mu : YoungDiagram) : Prop :=
  ∀ k, ∑ i ∈ range k, mu.rowLen i ≤ ∑ i ∈ range k, lam.rowLen i
```

## (a) Labels down a column

Show that every cell $(i,j)$ of a semistandard tableau satisfies

$$T(i,j)\ge i.$$

Use induction on $i$. In row $0$ the claim is $T(0,j)\ge0$, which holds for any natural number. If $(i+1,j)$ is a cell, so is $(i,j)$ above it, and $T(i,j)\ge i$ by induction. Strict increase down the column gives $T(i+1,j)>T(i,j)\ge i$, hence $T(i+1,j)\ge i+1$.

The Lean proof is the same induction. `up_left_mem` supplies the cell above, `col_strict` the strict increase, and `omega` combines the two integer inequalities.

```lean
/-- In a semistandard tableau, a cell in row `i` (counted from zero) holds an orbital
with label at least `i`. -/
theorem row_le_entry {lam : YoungDiagram} (T : SemistandardYoungTableau lam) (i j : ℕ)
    (h : (i, j) ∈ lam) : i ≤ T i j := by
  induction i with
  | zero => exact Nat.zero_le _
  | succ i ih =>
    have h1 := ih (lam.up_left_mem (Nat.le_succ i) le_rfl h)
    have h2 : T i j < T (i + 1) j := T.col_strict (Nat.lt_succ_self i) h
    omega
```

## (b) From cells to rows

Let $f$ be a real function of the row index, and let $n$ be at least the number of rows of $\lambda$. Show that

$$\sum_{(i,j)\in\lambda}f(i)=\sum_{i<n}\lambda_i f(i).$$

Every cell lies in a row with index below $n$, so the cells can be grouped by row. Row $i$ contains $\lambda_i$ cells, each contributing $f(i)$. Rows beyond the diagram have $\lambda_i=0$ and add nothing.

In the code, `hmaps` establishes that all row indices lie below `n`, by moving each cell to the first column and comparing with the length of that column. `sum_fiberwise_of_maps_to` then does the grouping, and `rowLen_eq_card` identifies the number of cells in a row with its length.

```lean
/-- A sum over cells of a quantity that depends only on the row is the sum over rows
weighted by the row lengths, for any range `n` that covers all rows. -/
theorem sum_cells_eq_sum_rows (lam : YoungDiagram) (f : ℕ → ℝ) (n : ℕ)
    (hn : lam.colLen 0 ≤ n) :
    ∑ c ∈ lam.cells, f c.1 = ∑ i ∈ range n, (lam.rowLen i : ℝ) * f i := by
  have hmaps : ∀ c ∈ lam.cells, c.1 ∈ range n := by
    intro c hc
    have hc' : (c.1, c.2) ∈ lam := by simpa using hc
    have h0 := lam.up_left_mem le_rfl (Nat.zero_le c.2) hc'
    exact mem_range.2 (lt_of_lt_of_le (YoungDiagram.mem_iff_lt_colLen.1 h0) hn)
  rw [← Finset.sum_fiberwise_of_maps_to hmaps]
  refine Finset.sum_congr rfl fun i _ => ?_
  rw [YoungDiagram.rowLen_eq_card, YoungDiagram.row, ← nsmul_eq_mul, ← Finset.sum_const]
  exact Finset.sum_congr rfl fun c hc => by rw [(Finset.mem_filter.1 hc).2]
```

## (c) One orbital per row

Put orbital $i$ in every cell of row $i$. Show that this is an allowed configuration and that, for $n$ as in (b), its energy is

$$\sum_{i<n}\lambda_i e_i.$$

The labels are constant along rows and increase by one at each step down a column, so the tableau is semistandard. Each cell of row $i$ contributes $e_i$, and (b) with $f(i)=e_i$ gives the sum. The ordering of the levels plays no part yet.

Mathlib already has this tableau under the name `highestWeight`, including the proof that it is semistandard. The theorem evaluates its entries on the cells and applies (b).

```lean
/-- Placing orbital `i` in every cell of row `i` gives the energy `∑ lam_i e_i`. -/
theorem energy_rowFilling (e : ℕ → ℝ) (lam : YoungDiagram) (n : ℕ)
    (hn : lam.colLen 0 ≤ n) :
    tableauEnergy e (SemistandardYoungTableau.highestWeight lam) =
      ∑ i ∈ range n, (lam.rowLen i : ℝ) * e i := by
  rw [← sum_cells_eq_sum_rows lam e n hn, tableauEnergy]
  refine Finset.sum_congr rfl fun c hc => ?_
  have hc' : (c.1, c.2) ∈ lam := by simpa using hc
  rw [SemistandardYoungTableau.highestWeight_apply, if_pos hc']
```

## (d) The lowest configuration

Now let $e_0\le e_1\le\cdots$. Show that the least energy among all tableaux of shape $\lambda$ is

$$\min_T E_e(T)=\sum_{i<n}\lambda_i e_i.$$

By (a), $T(i,j)\ge i$, so $e_{T(i,j)}\ge e_i$ in every cell. Summing over cells and using (b),

$$E_e(T)\ge\sum_{(i,j)\in\lambda}e_i=\sum_{i<n}\lambda_i e_i,$$

and the filling in (c) reaches this value.

`IsLeast` combines two claims: the number belongs to the set of tableau energies, and it bounds that set from below. The first component of the proof is (c); the second is the cell-by-cell inequality, summed by `sum_le_sum`.

For electrons, the filling doubly occupies the lowest $N/2-S$ orbitals and singly occupies the next $2S$. With four electrons this gives $2e_0+2e_1$ for the singlet, $2e_0+e_1+e_2$ for the triplet and $e_0+e_1+e_2+e_3$ for the quintet. It uses only as many orbitals as there are rows, so a finite basis at least that large has the same minimum.

```lean
/-- For nondecreasing orbital energies, `∑ lam_i e_i` is the least energy of a semistandard
tableau of shape `lam`: it is a lower bound and it is attained. -/
theorem isLeast_energy {e : ℕ → ℝ} (he : Monotone e) (lam : YoungDiagram) (n : ℕ)
    (hn : lam.colLen 0 ≤ n) :
    IsLeast (Set.range fun T : SemistandardYoungTableau lam => tableauEnergy e T)
      (∑ i ∈ range n, (lam.rowLen i : ℝ) * e i) := by
  refine ⟨⟨_, energy_rowFilling e lam n hn⟩, ?_⟩
  rintro _ ⟨T, rfl⟩
  rw [← sum_cells_eq_sum_rows lam e n hn]
  -- the bound holds cell by cell
  refine Finset.sum_le_sum fun c hc => he (row_le_entry T c.1 c.2 ?_)
  simpa using hc
```

## (e) The infimum

For nondecreasing levels, evaluate the ground energy that was defined as an infimum:

$$E_e(\lambda)=\sum_{i<n}\lambda_i e_i.$$

A set with a least element has that element as its infimum, so (d) gives the value. In Lean this is the single step `csInf_eq`.

```lean
/-- For nondecreasing orbital energies, the ground energy of `lam` is `∑ lam_i e_i`. -/
theorem groundEnergy_eq {e : ℕ → ℝ} (he : Monotone e) (lam : YoungDiagram) (n : ℕ)
    (hn : lam.colLen 0 ≤ n) :
    groundEnergy e lam = ∑ i ∈ range n, (lam.rowLen i : ℝ) * e i :=
  (isLeast_energy he lam n hn).csInf_eq
```

## (f) When the minimiser is unique

Let the levels be strictly increasing. Show that

$$E_e(T)=E_e(\lambda)\iff T(i,j)=i\ \text{ for every cell }(i,j)\in\lambda.$$

If $T(i,j)=i$ throughout, the energy is the one found in (c). Conversely, suppose that $T$ has the ground energy. Then

$$\sum_{(i,j)\in\lambda}\bigl(e_{T(i,j)}-e_i\bigr)=0,$$

and no term is negative, so every term vanishes. Since distinct orbitals have distinct energies, $e_{T(i,j)}=e_i$ forces $T(i,j)=i$.

Nondecreasing levels alone would not suffice: for a single cell and $e_0=e_1$, labels $0$ and $1$ both give the ground energy.

`StrictMono e` expresses the strict ordering. The term-by-term conclusion comes from `sum_eq_sum_iff_of_le`, and `he.injective` passes from equal energies to equal labels.

```lean
/-- For strictly increasing orbital energies, a tableau has the ground energy exactly when
every cell of row `i` holds orbital `i`. -/
theorem energy_eq_ground_iff {e : ℕ → ℝ} (he : StrictMono e) {lam : YoungDiagram}
    (T : SemistandardYoungTableau lam) :
    tableauEnergy e T = groundEnergy e lam ↔
      ∀ i j, (i, j) ∈ lam → T i j = i := by
  rw [groundEnergy_eq he.monotone lam _ le_rfl, ← sum_cells_eq_sum_rows lam e _ le_rfl,
    tableauEnergy]
  constructor
  · intro h i j hij
    have hle : ∀ c ∈ lam.cells, e c.1 ≤ e (T c.1 c.2) := fun c hc =>
      he.monotone (row_le_entry T c.1 c.2 (by simpa using hc))
    -- equal sums of termwise ordered quantities agree term by term
    have h1 := (Finset.sum_eq_sum_iff_of_le hle).1 h.symm (i, j) (by simpa using hij)
    exact (he.injective h1).symm
  · intro h
    refine Finset.sum_congr rfl fun c hc => ?_
    rw [h c.1 c.2 (by simpa using hc)]
```

## (g) Summation by parts

Let $d_i$ be real numbers with partial sums $D_n=\sum_{i<n}d_i\ge0$ for all $n$, and let the levels be nondecreasing. Show that

$$\sum_{i<n}d_i e_i\le D_n e_n.$$

For $n=0$ both sides are zero. If the inequality holds for $n$, then

$$\sum_{i<n+1}d_i e_i\le D_n e_n+d_n e_n=D_{n+1}e_n\le D_{n+1}e_{n+1}.$$

The last step uses $D_{n+1}\ge0$ and $e_n\le e_{n+1}$.

In the code, `h1` is that last inequality. After the sums up to `n + 1` are split, `linarith` joins it to the induction hypothesis, with `add_mul` expanding $(D_n+d_n)e_n$.

```lean
/-- Summation by parts as an inequality: if all partial sums of the occupation differences
`d` are nonnegative and the levels `e` are nondecreasing, the energy difference of the first
`n` levels is at most their total occupation difference times `e n`. -/
theorem sum_mul_le_total_mul {e : ℕ → ℝ} (he : Monotone e) (d : ℕ → ℝ)
    (hd : ∀ k, 0 ≤ ∑ i ∈ range k, d i) (n : ℕ) :
    ∑ i ∈ range n, d i * e i ≤ (∑ i ∈ range n, d i) * e n := by
  induction n with
  | zero => simp
  | succ n ih =>
    have h1 := mul_le_mul_of_nonneg_left (he (Nat.le_succ n)) (hd (n + 1))
    rw [Finset.sum_range_succ] at h1 ⊢
    rw [Finset.sum_range_succ]
    simp only [Nat.succ_eq_add_one] at h1
    linarith [add_mul (∑ i ∈ range n, d i) (d n) (e n)]
```

## (h) Comparing two symmetry types

Let $\lambda$ dominate $\mu$, let $|\lambda|=|\mu|$, and let the levels be nondecreasing. Show that

$$E_e(\lambda)\le E_e(\mu).$$

Choose $n$ no smaller than the number of rows of either diagram, and set $d_i=\lambda_i-\mu_i$. Dominance says that all partial sums of $d$ are nonnegative. Equal particle number says that $D_n=|\lambda|-|\mu|=0$. By (e) and (g),

$$E_e(\lambda)-E_e(\mu)=\sum_{i<n}d_i e_i\le D_n e_n=0.$$

Without equal sizes the comparison can fail: one cell dominates the empty diagram, but if every level has energy $1$, its ground energy is $1$ instead of $0$.

In Lean, `total` obtains the particle number from (b) with $f=1$, `hd` translates dominance into nonnegative partial sums, and `hzero` removes the boundary term from `key`, the inequality of (g).

Lowering the spin of $N$ electrons from $S+1$ to $S$ moves one cell from the bottom of the first column to the second column, into a higher row. The new diagram dominates the old one, so in a one-electron model with spin-independent orbital energies the lowest energy does not increase when the spin is lowered. For four electrons, the three sums in (d) are therefore already in ascending order.

The pouring principle of Lieb and Mattis treats interacting particles under special conditions, such as motion in one dimension, whereas the inequality here compares sums of orbital energies only. If $e_1=e_2$, the four-electron singlet and triplet tie in this model; electron repulsion, which it omits, can separate them.

```lean
/-- The noninteracting pouring principle: if `lam` dominates `mu`, both have the same number
of cells, and the orbital energies are nondecreasing, then the ground energy of `lam` is no
higher than that of `mu`. -/
theorem pouring_principle {e : ℕ → ℝ} (he : Monotone e) {lam mu : YoungDiagram}
    (hcard : lam.card = mu.card) (h : Dominates lam mu) :
    groundEnergy e lam ≤ groundEnergy e mu := by
  obtain ⟨n, hn1, hn2⟩ : ∃ n, lam.colLen 0 ≤ n ∧ mu.colLen 0 ≤ n :=
    ⟨_, le_max_left _ _, le_max_right _ _⟩
  have total : ∀ nu : YoungDiagram, nu.colLen 0 ≤ n →
      ∑ i ∈ range n, (nu.rowLen i : ℝ) = (nu.card : ℝ) := by
    intro nu hnu
    have h1 := sum_cells_eq_sum_rows nu (fun _ => 1) n hnu
    simpa using h1.symm
  have hd : ∀ k, 0 ≤ ∑ i ∈ range k, ((lam.rowLen i : ℝ) - mu.rowLen i) := by
    intro k
    have hk : ∑ i ∈ range k, (mu.rowLen i : ℝ) ≤ ∑ i ∈ range k, (lam.rowLen i : ℝ) := by
      exact_mod_cast h k
    rw [Finset.sum_sub_distrib]
    linarith
  have key := sum_mul_le_total_mul he _ hd n
  -- equal particle number removes the boundary term
  have hzero : ∑ i ∈ range n, ((lam.rowLen i : ℝ) - mu.rowLen i) = 0 := by
    rw [Finset.sum_sub_distrib, total lam hn1, total mu hn2, hcard, sub_self]
  rw [hzero, zero_mul] at key
  simp only [sub_mul, Finset.sum_sub_distrib] at key
  rw [groundEnergy_eq he lam n hn1, groundEnergy_eq he mu n hn2]
  linarith
```

## (i) The ordering for every spectrum

Let $|\lambda|=|\mu|$. Show that

$$\lambda\text{ dominates }\mu\iff E_e(\lambda)\le E_e(\mu)\ \text{ for every nondecreasing } e.$$

The forward direction is (h). For the converse, fix $k$ and take the step spectrum with $e_i=-1$ for $i<k$ and $e_i=0$ otherwise. It is nondecreasing, and (e) gives

$$E_e(\lambda)=-\sum_{i<k}\lambda_i,\qquad E_e(\mu)=-\sum_{i<k}\mu_i.$$

The assumed energy ordering becomes $\sum_{i<k}\mu_i\le\sum_{i<k}\lambda_i$. Since $k$ was arbitrary, $\lambda$ dominates $\mu$.

In the code, `hmono` verifies that the step spectrum is nondecreasing and `hval` computes its ground energy for any diagram. The sum is first taken over a range that includes both the rows and the first `k` levels, then cut down to those `k`, because the other levels have zero energy.

Electron diagrams with the same $N$ can always be compared, but diagrams with up to three columns need not be comparable. For six noninteracting three-component fermions, the row lengths $(3,1,1,1)$ and $(2,2,2)$ give $3e_0+e_1+e_2+e_3$ and $2e_0+2e_1+2e_2$. With lowest levels $0,1,1,1$ these are $3$ and $4$; with $0,0,0,1$ they are $1$ and $0$. The orbital energies are then needed to decide which symmetry type lies lower.

```lean
/-- For diagrams with the same number of cells, `lam` dominates `mu` exactly when the ground
energy of `lam` is no higher than that of `mu` for every nondecreasing orbital spectrum. -/
theorem dominates_iff_groundEnergy_le {lam mu : YoungDiagram} (hcard : lam.card = mu.card) :
    Dominates lam mu ↔
      ∀ e : ℕ → ℝ, Monotone e → groundEnergy e lam ≤ groundEnergy e mu := by
  refine ⟨fun h e he => pouring_principle he hcard h, fun h k => ?_⟩
  -- a step spectrum: the lowest `k` orbitals have energy -1, all others 0
  have hmono : Monotone (fun i : ℕ => if i < k then (-1 : ℝ) else 0) := by
    intro a b hab
    dsimp only
    split_ifs <;> first | omega | norm_num
  have hval : ∀ nu : YoungDiagram,
      groundEnergy (fun i : ℕ => if i < k then (-1 : ℝ) else 0) nu =
        -∑ i ∈ range k, (nu.rowLen i : ℝ) := by
    intro nu
    rw [groundEnergy_eq hmono nu (nu.colLen 0 + k) (Nat.le_add_right _ _),
      ← Finset.sum_neg_distrib]
    symm
    apply Finset.sum_subset_zero_on_sdiff
    · intro i hi
      rw [mem_range] at hi ⊢
      omega
    · intro i hi
      have hik : ¬ i < k := fun hlt => (Finset.mem_sdiff.1 hi).2 (mem_range.2 hlt)
      rw [if_neg hik, mul_zero]
    · intro i hi
      rw [if_pos (mem_range.1 hi), mul_neg_one]
  have hk := h _ hmono
  rw [hval lam, hval mu] at hk
  exact_mod_cast neg_le_neg_iff.1 hk

end

end YoungPouring
```

```lean
#print axioms YoungPouring.energy_eq_ground_iff
#print axioms YoungPouring.dominates_iff_groundEnergy_le
```

```
'YoungPouring.energy_eq_ground_iff' depends on axioms: [propext, Classical.choice, Quot.sound]
'YoungPouring.dominates_iff_groundEnergy_le' depends on axioms: [propext, Classical.choice, Quot.sound]
```
